# Birman–Schwinger criterion for a finite matrix with attraction W\*W

Let $H_0$ be a complex $n\times n$ matrix, $W$ a complex $m\times n$ matrix and $E$ a real energy, with $H=H_0-W^*W$ and, when $H_0-E$ is invertible, $K=W(H_0-E)^{-1}W^*$. In the code these are `hamiltonian H₀ W` and `kernel H₀ W E`, while `shifted H E` is $H-E$ and `ᴴ` is the adjoint.

In Lean 4 with Mathlib:

```lean
import Mathlib

open Matrix
open scoped ComplexOrder

namespace BirmanSchwinger

noncomputable section

variable {n m : Type*} [Fintype n] [DecidableEq n] [Fintype m] [DecidableEq m]

/-- The Hamiltonian measured from the real energy `E`, that is `H - E`. -/
def shifted (H : Matrix n n ℂ) (E : ℝ) : Matrix n n ℂ := H - (E : ℂ) • 1

/-- The Hamiltonian `H₀ - W* W` with an attractive interaction factorised through `W`. -/
def hamiltonian (H₀ : Matrix n n ℂ) (W : Matrix m n ℂ) : Matrix n n ℂ := H₀ - Wᴴ * W

/-- The Birman-Schwinger kernel `K = W (H₀ - E)⁻¹ W*`, meant for energies `E` at which
`H₀ - E` is invertible. -/
def kernel (H₀ : Matrix n n ℂ) (W : Matrix m n ℂ) (E : ℝ) : Matrix m m ℂ :=
  W * (shifted H₀ E)⁻¹ * Wᴴ

/-- Acting with `H - E` on a state subtracts `E` times the state from `H` acting on it. -/
theorem shifted_mulVec (H : Matrix n n ℂ) (E : ℝ) (ψ : n → ℂ) :
    shifted H E *ᵥ ψ = H *ᵥ ψ - (E : ℂ) • ψ := by
  rw [shifted, Matrix.sub_mulVec, Matrix.smul_mulVec, Matrix.one_mulVec]

omit [DecidableEq n] [DecidableEq m] in
/-- A sum of two congruences `P* A P + Q* B Q` of positive definite matrices is positive
definite if `P` leaves every vector annihilated by `Q` unchanged. -/
theorem posDef_of_squares {A P : Matrix n n ℂ} {B : Matrix m m ℂ} {Q : Matrix m n ℂ}
    (hA : A.PosDef) (hB : B.PosDef) (hPQ : ∀ x, Q *ᵥ x = 0 → P *ᵥ x = x) :
    (Pᴴ * A * P + Qᴴ * B * Q).PosDef := by
  refine Matrix.posDef_iff_dotProduct_mulVec.mpr ⟨?_, fun x hx => ?_⟩
  · simp only [Matrix.IsHermitian, conjTranspose_add, conjTranspose_mul,
      conjTranspose_conjTranspose, hA.isHermitian.eq, hB.isHermitian.eq, Matrix.mul_assoc]
  · have e1 : star x ⬝ᵥ (Pᴴ * A * P) *ᵥ x = star (P *ᵥ x) ⬝ᵥ A *ᵥ (P *ᵥ x) := by
      rw [Matrix.star_mulVec, ← Matrix.dotProduct_mulVec]
      simp only [Matrix.mulVec_mulVec, Matrix.mul_assoc]
    have e2 : star x ⬝ᵥ (Qᴴ * B * Q) *ᵥ x = star (Q *ᵥ x) ⬝ᵥ B *ᵥ (Q *ᵥ x) := by
      rw [Matrix.star_mulVec, ← Matrix.dotProduct_mulVec]
      simp only [Matrix.mulVec_mulVec, Matrix.mul_assoc]
    rw [Matrix.add_mulVec, dotProduct_add, e1, e2]
    by_cases hq : Q *ᵥ x = 0
    · rw [hPQ x hq]
      exact add_pos_of_pos_of_nonneg (hA.dotProduct_mulVec_pos hx)
        (hB.posSemidef.dotProduct_mulVec_nonneg _)
    · exact add_pos_of_nonneg_of_pos (hA.posSemidef.dotProduct_mulVec_nonneg _)
        (hB.dotProduct_mulVec_pos hq)

/-- Birman-Schwinger criterion: if `H₀ - E` is positive definite, then `H₀ - W* W - E` is
positive definite exactly when `1 - K` is. -/
theorem birman_schwinger (H₀ : Matrix n n ℂ) (W : Matrix m n ℂ) (E : ℝ)
    (h₀ : (shifted H₀ E).PosDef) :
    (shifted (hamiltonian H₀ W) E).PosDef ↔ (1 - kernel H₀ W E).PosDef := by
  have hB : shifted (hamiltonian H₀ W) E = shifted H₀ E - Wᴴ * W := by
    simp only [shifted, hamiltonian]; abel
  rw [hB, kernel]
  generalize shifted H₀ E = A at h₀ ⊢
  have hdet : IsUnit A.det := (Matrix.isUnit_iff_isUnit_det A).mp h₀.isUnit
  have hAR : A * A⁻¹ = 1 := Matrix.mul_nonsing_inv A hdet
  have hRA : A⁻¹ * A = 1 := Matrix.nonsing_inv_mul A hdet
  have hR : (A⁻¹)ᴴ = A⁻¹ := by rw [Matrix.conjTranspose_nonsing_inv, h₀.isHermitian.eq]
  generalize A⁻¹ = R at hAR hRA hR ⊢
  have hK : (W * R * Wᴴ)ᴴ = W * R * Wᴴ := by
    simp only [conjTranspose_mul, conjTranspose_conjTranspose, hR, Matrix.mul_assoc]
  constructor
  · intro h
    -- complete the square in the space of the kernel
    have h1 : (R * Wᴴ)ᴴ * (A - Wᴴ * W) * (R * Wᴴ)
        = W * R * Wᴴ - (W * R * Wᴴ) * (W * R * Wᴴ) := by
      calc (R * Wᴴ)ᴴ * (A - Wᴴ * W) * (R * Wᴴ)
          = W * (R * (A * R)) * Wᴴ - (W * R * Wᴴ) * (W * R * Wᴴ) := by
            simp only [conjTranspose_mul, conjTranspose_conjTranspose, hR, Matrix.mul_sub,
              Matrix.sub_mul, Matrix.mul_assoc]
        _ = _ := by rw [hAR, Matrix.mul_one]
    have key : 1 - W * R * Wᴴ = (1 - W * R * Wᴴ)ᴴ * 1 * (1 - W * R * Wᴴ)
        + (R * Wᴴ)ᴴ * (A - Wᴴ * W) * (R * Wᴴ) := by
      rw [h1, conjTranspose_sub, conjTranspose_one, hK]
      noncomm_ring
    rw [key]
    refine posDef_of_squares Matrix.PosDef.one h fun y hy => ?_
    rw [Matrix.sub_mulVec, Matrix.one_mulVec, Matrix.mul_assoc, ← Matrix.mulVec_mulVec, hy,
      Matrix.mulVec_zero, sub_zero]
  · intro h
    -- complete the square in the space of the Hamiltonian
    have h1 : Wᴴ * (1 - W * R * Wᴴ) * W = Wᴴ * W - (Wᴴ * W) * R * (Wᴴ * W) := by
      simp only [Matrix.mul_sub, Matrix.sub_mul, Matrix.mul_one, Matrix.mul_assoc]
    have h2 : (1 - R * (Wᴴ * W))ᴴ = 1 - (Wᴴ * W) * R := by
      simp only [conjTranspose_sub, conjTranspose_one, conjTranspose_mul,
        conjTranspose_conjTranspose, hR]
    have h3 : ∀ V : Matrix n n ℂ,
        (1 - V * R) * A * (1 - R * V) = A - V - V + V * R * V := by
      intro V
      calc (1 - V * R) * A * (1 - R * V)
          = A - V * (R * A) - (A * R) * V + V * (R * A) * R * V := by noncomm_ring
        _ = _ := by rw [hRA, hAR, Matrix.mul_one, Matrix.one_mul]
    have key : A - Wᴴ * W = (1 - R * (Wᴴ * W))ᴴ * A * (1 - R * (Wᴴ * W))
        + Wᴴ * (1 - W * R * Wᴴ) * W := by
      rw [h1, h2, h3]; abel
    rw [key]
    refine posDef_of_squares h₀ h fun x hx => ?_
    rw [Matrix.sub_mulVec, Matrix.one_mulVec, ← Matrix.mul_assoc, ← Matrix.mulVec_mulVec, hx,
      Matrix.mulVec_zero, sub_zero]

omit [DecidableEq m] in
/-- Birman-Schwinger principle: if `H₀ - E` is invertible, then `E` is an eigenvalue of
`H₀ - W* W` exactly when `1` is an eigenvalue of `K`. -/
theorem eigenvalue_iff (H₀ : Matrix n n ℂ) (W : Matrix m n ℂ) (E : ℝ)
    (h₀ : IsUnit (shifted H₀ E)) :
    (∃ ψ, ψ ≠ 0 ∧ hamiltonian H₀ W *ᵥ ψ = (E : ℂ) • ψ) ↔
      ∃ φ, φ ≠ 0 ∧ kernel H₀ W E *ᵥ φ = φ := by
  have hdet := (Matrix.isUnit_iff_isUnit_det _).mp h₀
  have hAR := Matrix.mul_nonsing_inv _ hdet
  have hRA := Matrix.nonsing_inv_mul _ hdet
  have hs : ∀ ψ, hamiltonian H₀ W *ᵥ ψ - (E : ℂ) • ψ
      = shifted H₀ E *ᵥ ψ - Wᴴ *ᵥ (W *ᵥ ψ) := by
    intro ψ
    rw [shifted_mulVec, hamiltonian, Matrix.sub_mulVec, Matrix.mulVec_mulVec]; abel
  have hK : ∀ φ, kernel H₀ W E *ᵥ φ = W *ᵥ ((shifted H₀ E)⁻¹ *ᵥ (Wᴴ *ᵥ φ)) := by
    intro φ
    simp only [kernel, Matrix.mulVec_mulVec, Matrix.mul_assoc]
  constructor
  · rintro ⟨ψ, hψ, h⟩
    have h1 : shifted H₀ E *ᵥ ψ = Wᴴ *ᵥ (W *ᵥ ψ) := by
      rw [← sub_eq_zero, ← hs, h, sub_self]
    have h2 : (shifted H₀ E)⁻¹ *ᵥ (Wᴴ *ᵥ (W *ᵥ ψ)) = ψ := by
      rw [← h1, Matrix.mulVec_mulVec, hRA, Matrix.one_mulVec]
    refine ⟨W *ᵥ ψ, fun h0 => hψ ?_, by rw [hK, h2]⟩
    rw [← h2, h0, Matrix.mulVec_zero, Matrix.mulVec_zero]
  · rintro ⟨φ, hφ, h⟩
    rw [hK] at h
    refine ⟨(shifted H₀ E)⁻¹ *ᵥ (Wᴴ *ᵥ φ), fun h0 => hφ ?_, ?_⟩
    · rw [← h, h0, Matrix.mulVec_zero]
    · rw [← sub_eq_zero, hs, h, Matrix.mulVec_mulVec, hAR, Matrix.one_mulVec, sub_self]

/-- The quadratic form of a positive semidefinite matrix is at most its trace times the
squared norm of the vector. -/
theorem form_le_trace {K : Matrix m m ℂ} (hK : K.PosSemidef) (y : m → ℂ) :
    (star y ⬝ᵥ K *ᵥ y).re ≤ K.trace.re * (star y ⬝ᵥ y).re := by
  -- positivity on the vectors supported on the two sites i and j
  have hpair : ∀ i j, 0 ≤ y j * (K i i * star (y j) - K i j * star (y i))
      - y i * (K j i * star (y j) - K j j * star (y i)) := by
    intro i j
    have h := hK.dotProduct_mulVec_nonneg (star (Pi.single i (y j) - Pi.single j (y i)))
    have hk : ∀ k, (K *ᵥ star (Pi.single i (y j) - Pi.single j (y i))) k
        = K k i * star (y j) - K k j * star (y i) := by
      intro k
      change (fun l => K k l) ⬝ᵥ star (Pi.single i (y j) - Pi.single j (y i)) = _
      rw [star_sub, ← Pi.single_star, ← Pi.single_star, dotProduct_sub, dotProduct_single,
        dotProduct_single]
    rw [star_star, sub_dotProduct, single_dotProduct, single_dotProduct, hk, hk] at h
    exact h
  have h := Finset.sum_nonneg fun i (_ : i ∈ Finset.univ) =>
    Finset.sum_nonneg fun j (_ : j ∈ Finset.univ) => hpair i j
  have e1 : ∑ i, ∑ j, K i i * (star (y j) * y j) = K.trace * (star y ⬝ᵥ y) := by
    simp only [Matrix.trace, Matrix.diag_apply, dotProduct, Pi.star_apply, Finset.sum_mul_sum]
  have e2 : ∑ i, ∑ j, star (y i) * (K i j * y j) = star y ⬝ᵥ K *ᵥ y := by
    simp only [Matrix.mulVec, dotProduct, Pi.star_apply, Finset.mul_sum]
  have e3 : ∑ i, ∑ j, K j j * (star (y i) * y i) = K.trace * (star y ⬝ᵥ y) := by
    rw [Finset.sum_comm]; exact e1
  have e4 : ∑ i, ∑ j, star (y j) * (K j i * y i) = star y ⬝ᵥ K *ᵥ y := by
    rw [Finset.sum_comm]; exact e2
  have hsum : ∑ i, ∑ j, (y j * (K i i * star (y j) - K i j * star (y i))
      - y i * (K j i * star (y j) - K j j * star (y i)))
      = (K.trace * (star y ⬝ᵥ y) - star y ⬝ᵥ K *ᵥ y)
        - (star y ⬝ᵥ K *ᵥ y - K.trace * (star y ⬝ᵥ y)) := by
    rw [← e1, ← e2]
    nth_rewrite 2 [e1]
    nth_rewrite 2 [e2]
    rw [← e3, ← e4]
    simp only [← Finset.sum_sub_distrib]
    exact Finset.sum_congr rfl fun i _ => Finset.sum_congr rfl fun j _ => by ring
  rw [hsum] at h
  have hre := (Complex.le_def.mp h).1
  have him := (Complex.le_def.mp (dotProduct_star_self_nonneg y)).2
  simp only [Complex.zero_im] at him
  simp only [Complex.sub_re, Complex.mul_re, Complex.zero_re, ← him, mul_zero, sub_zero] at hre
  linarith

/-- If `H₀ - E` is positive definite and `tr K < 1`, then `H₀ - W* W - E` is positive
definite. -/
theorem posDef_of_trace_lt_one (H₀ : Matrix n n ℂ) (W : Matrix m n ℂ) (E : ℝ)
    (h₀ : (shifted H₀ E).PosDef) (ht : (kernel H₀ W E).trace.re < 1) :
    (shifted (hamiltonian H₀ W) E).PosDef := by
  rw [birman_schwinger H₀ W E h₀]
  have hK : (kernel H₀ W E).PosSemidef := h₀.inv.posSemidef.mul_mul_conjTranspose_same W
  refine Matrix.posDef_iff_dotProduct_mulVec.mpr
    ⟨Matrix.isHermitian_one.sub hK.isHermitian, fun y hy => ?_⟩
  have hN := (Matrix.PosDef.one (n := m) (R := ℂ)).dotProduct_mulVec_pos hy
  rw [Matrix.one_mulVec] at hN
  have hN' := Complex.lt_def.mp hN
  have hQ := Complex.le_def.mp (hK.dotProduct_mulVec_nonneg y)
  have hb := form_le_trace hK y
  rw [Matrix.sub_mulVec, Matrix.one_mulVec, dotProduct_sub]
  refine Complex.lt_def.mpr ⟨?_, ?_⟩
  · have hpos : 0 < (star y ⬝ᵥ y).re := hN'.1
    rw [Complex.sub_re, Complex.zero_re]
    nlinarith [mul_pos (sub_pos.mpr ht) hpos]
  · rw [Complex.sub_im, ← hN'.2, ← hQ.2, sub_self, Complex.zero_im]

/-- If `H₀ - E` is positive definite and `Re tr K < 1`, every real eigenvalue of `H₀ - W* W` lies
strictly above `E`. -/
theorem no_bound_state (H₀ : Matrix n n ℂ) (W : Matrix m n ℂ) (E : ℝ)
    (h₀ : (shifted H₀ E).PosDef) (ht : (kernel H₀ W E).trace.re < 1)
    {μ : ℝ} {ψ : n → ℂ} (hψ : ψ ≠ 0) (hμ : hamiltonian H₀ W *ᵥ ψ = (μ : ℂ) • ψ) :
    E < μ := by
  have h := (posDef_of_trace_lt_one H₀ W E h₀ ht).dotProduct_mulVec_pos hψ
  rw [shifted_mulVec, hμ, ← sub_smul, dotProduct_smul, smul_eq_mul, ← Complex.ofReal_sub] at h
  have hr := (Complex.lt_def.mp h).1
  rw [Complex.re_ofReal_mul, Complex.zero_re] at hr
  have hN : 0 ≤ (star ψ ⬝ᵥ ψ).re := (Complex.le_def.mp (dotProduct_star_self_nonneg ψ)).1
  by_contra hle
  nlinarith [mul_nonneg (sub_nonneg.mpr (not_lt.mp hle)) hN]

/-- For an attraction with a single channel and `H₀ - E` positive definite, `H₀ - W* W - E` is
positive definite exactly when `Re tr K < 1`. -/
theorem single_channel_iff (H₀ : Matrix n n ℂ) (W : Matrix (Fin 1) n ℂ) (E : ℝ)
    (h₀ : (shifted H₀ E).PosDef) :
    (shifted (hamiltonian H₀ W) E).PosDef ↔ (kernel H₀ W E).trace.re < 1 := by
  refine ⟨fun h => ?_, posDef_of_trace_lt_one H₀ W E h₀⟩
  have h1 := ((birman_schwinger H₀ W E h₀).mp h).dotProduct_mulVec_pos
    (one_ne_zero : (1 : Fin 1 → ℂ) ≠ 0)
  have h2 := (Complex.lt_def.mp h1).1
  simp [Matrix.mulVec, dotProduct] at h2
  simpa [Matrix.trace] using h2

end

end BirmanSchwinger
```

```lean
#print axioms BirmanSchwinger.birman_schwinger
#print axioms BirmanSchwinger.eigenvalue_iff
#print axioms BirmanSchwinger.no_bound_state
#print axioms BirmanSchwinger.single_channel_iff
```

```
'BirmanSchwinger.birman_schwinger' depends on axioms: [propext, Classical.choice, Quot.sound]
'BirmanSchwinger.eigenvalue_iff' depends on axioms: [propext, Classical.choice, Quot.sound]
'BirmanSchwinger.no_bound_state' depends on axioms: [propext, Classical.choice, Quot.sound]
'BirmanSchwinger.single_channel_iff' depends on axioms: [propext, Classical.choice, Quot.sound]
```

## Levels at or below E

The hypothesis `(shifted H₀ E).PosDef` says that $H_0-E$ is Hermitian with a positive quadratic form, so $E$ lies below every level of $H_0$. Under it, `birman_schwinger` states that $H-E$ is positive definite exactly when $1-K$ is. Positive definiteness of $H-E$ means that the attraction has pulled no level down to $E$ or below.

Each row of $W$ is one channel of the attraction. For a single particle on a finite lattice with attractive impurities on $m$ sites, the criterion replaces a test on all $n$ sites by one on an $m\times m$ matrix, once the elements of $(H_0-E)^{-1}$ between the impurity sites are known. The inverse in $K$ is minus the Green's matrix $(E-H_0)^{-1}$.

`no_bound_state` says that if also $\operatorname{tr}K<1$, every eigenvalue $\mu$ of $H$ satisfies $\mu>E$. Despite the theorem's name, $H$ may still have levels between $E$ and the lowest level of $H_0$. The code takes the real part of the trace, which is real here, and a real $\mu$, which is no restriction for Hermitian $H$. With one channel (`Fin 1`), `single_channel_iff` makes the trace condition necessary as well.

The interaction split off from $H_0$ must have the form $-W^*W$, so a repulsive part has to be counted in $H_0$. The theorems decide whether levels at or below $E$ exist, without counting them, and do not treat Schrödinger operators with a continuum.

## Two completed squares

Write $A=H_0-E$, $R=A^{-1}$ and $V=W^*W$, and let $A$ be positive definite, as `birman_schwinger` assumes. Then $A$, $R$ and $K=WRW^*$ are Hermitian. Since $RAR=R$,

$$(RW^*)^*(A-V)(RW^*)=WRW^*-WRW^*WRW^*=K-K^2.$$

Adding $(1-K)^*(1-K)=1-2K+K^2$ gives

$$1-K=(1-K)^*(1-K)+(RW^*)^*(A-V)(RW^*).$$

Suppose $A-V$ is positive definite and $y\neq0$. Both terms have non-negative quadratic forms. If $RW^*y\neq0$, the second is positive; if $RW^*y=0$, then $Ky=0$ and the first equals $\|y\|^2>0$.

For the converse,

$$(1-RV)^*A(1-RV)=A-2V+VRV,\qquad W^*(1-K)W=V-VRV,$$

and the sum is $A-V=H-E$. Suppose $1-K$ is positive definite and $x\neq0$. If $Wx\neq0$, the second term is positive; if $Wx=0$, then $RVx=0$ and the first equals $\langle x,Ax\rangle>0$.

The case distinction is `posDef_of_squares`, with $Q=RW^*$ in one direction and $Q=W$ in the other. The two identities are the statements called `key`.

## From the trace to the energies

For any $y$, $\langle y,Ky\rangle=\langle W^*y,RW^*y\rangle\ge0$. Apply this positivity to the vectors $\bar y_j e_i-\bar y_i e_j$, where $e_i$ is the unit vector of channel $i$:

$$0\le K_{ii}|y_j|^2-\bar y_iK_{ij}y_j-\bar y_jK_{ji}y_i+K_{jj}|y_i|^2.$$

Summing over all $i,j$ gives $0\le 2\operatorname{tr}K\,\|y\|^2-2\langle y,Ky\rangle$. In `form_le_trace`, `hpair` is the inequality for one pair and `hsum` evaluates the sum. Hence, if $\operatorname{tr}K<1$ and $y\ne0$,

$$\langle y,(1-K)y\rangle\ge(1-\operatorname{tr}K)\|y\|^2>0,$$

and `posDef_of_trace_lt_one` follows from the criterion. If $H\psi=\mu\psi$ with $\psi\neq0$, then $(\mu-E)\|\psi\|^2=\langle\psi,(H-E)\psi\rangle>0$, so $\mu>E$. For one channel, $1-K$ is the number $1-\operatorname{tr}K$, which gives the converse.

## Eigenvectors at E

`eigenvalue_iff` needs only that $A$ is invertible: $E$ is an eigenvalue of $H$ exactly when $1$ is an eigenvalue of $K$.

If $H\psi=E\psi$ with $\psi\ne0$, then $A\psi=W^*W\psi$. Put $\varphi=W\psi$. Then $\psi=RW^*\varphi$, so $\varphi\neq0$ and $K\varphi=W\psi=\varphi$.

Conversely, if $K\varphi=\varphi$ with $\varphi\ne0$, put $\psi=RW^*\varphi$. Then $W\psi=\varphi$, so $\psi\neq0$, and $A\psi=W^*\varphi=W^*W\psi$, which is $H\psi=E\psi$.

## When E lies above a level of H₀

Take $n=m=1$, $H_0=-1$, $W=1$ and $E=0$, so that $H_0-E$ is invertible but not positive definite. Then $K=-1$, hence $\operatorname{tr}K<1$ and $1-K=2$ is positive. Yet $H=-2$ has its only level below $E$, so the conclusions of `birman_schwinger` and `no_bound_state` both fail here.
